# Correlations of a real auxiliary field exceed those of its sources by $\delta_{ij}$

Let finitely many configurations $c$, at least one, have weights $p_c>0$ and real source vectors $a_c$ with components $a_{ci}$. If a field $x\in\mathbb R^n$ is distributed with density proportional to

$$\rho(x)=e^{-x\cdot x/2}\sum_c p_c\,e^{x\cdot a_c},$$

then

$$\langle x_i x_j\rangle_\rho=\delta_{ij}+\langle a_i a_j\rangle_w,\qquad w_c=p_c\,e^{a_c\cdot a_c/2}.$$

Here $\langle\cdot\rangle_w$ is the mean over configurations with weights $w_c$. Physically, $p_c$ is the weight of a configuration without the interaction, and $e^{a_c\cdot a_c/2}$ is the interaction factor that the field decouples. Because the $p_c$ are positive and the sources are real, $\rho$ is positive and can be sampled without a sign problem.

## Gaussian moments with a source

For one field component $t$ with source $b$, put $g_b(t)=e^{-t^2/2+tb}$ and $I_k=\int t^k g_b(t)\,dt$. Completing the square gives $I_0=\sqrt{2\pi}\,e^{b^2/2}$. Since $g_b'=(b-t)g_b$,

$$\frac{d}{dt}\left(t^k g_b\right)=k\,t^{k-1}g_b+b\,t^k g_b-t^{k+1}g_b .$$

The left side integrates to zero, so $I_{k+1}=b\,I_k+k\,I_{k-1}$, where the last term is absent for $k=0$. Hence $I_1=b\,I_0$ and $I_2=(1+b^2)I_0$.

For $n$ components with source vector $b$, the Gaussian is a product over components. The integral of $x_ix_j$ therefore contains $b_ib_j$ if $i\neq j$ and $1+b_i^2$ if $i=j$:

$$\int x_ix_j\,e^{-x\cdot x/2+x\cdot b}\,dx=(\delta_{ij}+b_ib_j)\,(2\pi)^{n/2}e^{b\cdot b/2}.$$

Setting $b=a_c$, multiplying by $p_c$ and summing over $c$ gives

$$\int x_ix_j\,\rho\,dx=(2\pi)^{n/2}\sum_c w_c(\delta_{ij}+a_{ci}a_{cj}),\qquad \int\rho\,dx=(2\pi)^{n/2}\sum_c w_c .$$

The ratio is the claim. In the same way $\langle x_i\rangle_\rho=\langle a_i\rangle_w$, so the connected correlations also differ by $\delta_{ij}$. For $i=j$ the connected configuration correlation is a variance, which is nonnegative by the Cauchy-Schwarz inequality. Every field component thus has variance at least one.

## Density correlations from sampled fields

Consider a classical gas on a finite lattice whose sites can each hold several particles, up to a fixed maximum, with occupations $n_{ci}$ and interaction energy $-\tfrac g2\sum_i n_{ci}^2$, $g>0$, at inverse temperature $\beta$. Its interaction factor is $e^{a_c\cdot a_c/2}$ with $a_{ci}=\sqrt{\beta g}\,n_{ci}$. A simulation that draws $M$ fields $x^{(s)}$ from $\rho$ estimates the density correlation as

$$\langle n_in_j\rangle_w\approx\frac1{\beta g}\left(\frac1M\sum_{s=1}^M x^{(s)}_i x^{(s)}_j-\delta_{ij}\right).$$

If $\beta g=0.01$ and $\langle n_i^2\rangle_w=1$, the mean of $x_i^2$ is $1.01$, and only the $0.01$ carries information about the gas.

The identity bears on auxiliary-field Monte Carlo in the setting where the decoupled quantities are real numbers attached to finitely many configurations. Non-commuting operators on successive time slices, and the imaginary couplings that arise when an on-site repulsion $+\tfrac g2\sum_i n_{ci}^2$ is decoupled through the density, lie beyond this model.

## Densities and means in Lean

The finite type `ι` labels field components and `κ` labels configurations. A field is a function `ι → ℝ`, and `a c i` is $a_{ci}$.

```lean
import Mathlib

open MeasureTheory Matrix

namespace AuxiliaryFieldCorrelations

noncomputable section

variable {ι κ : Type*} [Fintype ι] [Fintype κ]
```

The first two definitions are $g_b(t)$ and its many-component version, with `⬝ᵥ` the dot product. They fix the convention that each field component has unit variance for any fixed source, which only shifts the mean.

```lean
/-- Gaussian weight of a single field component `t` coupled to a source `b`. -/
def siteGaussian (b t : ℝ) : ℝ := Real.exp (-(t * t) / 2 + t * b)

/-- Gaussian weight of the whole field `x` coupled to a source vector `b`. -/
def sourceGaussian (b x : ι → ℝ) : ℝ := Real.exp (-(x ⬝ᵥ x) / 2 + x ⬝ᵥ b)
```

The density $\rho$ is left unnormalised, and `fieldMean` divides by its total Lebesgue integral.

```lean
/-- Unnormalised field density `exp(-x·x/2) ∑ p_c exp(x·a_c)`. -/
def fieldDensity (p : κ → ℝ) (a : κ → ι → ℝ) (x : ι → ℝ) : ℝ :=
  Real.exp (-(x ⬝ᵥ x) / 2) * ∑ c, p c * Real.exp (x ⬝ᵥ a c)

/-- Mean of `f` over the field density, when `f` times the density is integrable and the density has
nonzero total integral. -/
def fieldMean (p : κ → ℝ) (a : κ → ι → ℝ) (f : (ι → ℝ) → ℝ) : ℝ :=
  (∫ x, f x * fieldDensity p a x) / ∫ x, fieldDensity p a x
```

The configuration side has its own weights $w_c$ and its own mean, a ratio of finite sums. Neither mean is defined through the other, so the relation between them has to be derived.

```lean
/-- Weight `p_c exp(a_c·a_c/2)` of a configuration. -/
def configWeight (p : κ → ℝ) (a : κ → ι → ℝ) (c : κ) : ℝ :=
  p c * Real.exp (a c ⬝ᵥ a c / 2)

/-- Mean of `f` over configurations, for weights with nonzero sum. -/
def configMean (p : κ → ℝ) (a : κ → ι → ℝ) (f : κ → ℝ) : ℝ :=
  (∑ c, configWeight p a c * f c) / ∑ c, configWeight p a c
```

## One component

Integrability of every $t^k g_b(t)$ comes first. The proof completes the square, shifts the variable by $b$ and expands $(y+b)^k$ binomially, which leaves powers times a centred Gaussian.

```lean
/-- Every power of a field component is integrable against its Gaussian weight with source. -/
theorem siteGaussian_integrable (b : ℝ) (k : ℕ) :
    Integrable fun t : ℝ => t ^ k * siteGaussian b t := by
  have base (m : ℕ) : Integrable fun y : ℝ => y ^ m * Real.exp (-(1 / 2) * y ^ 2) := by
    have h := integrable_rpow_mul_exp_neg_mul_sq (b := 1 / 2) (by norm_num) (s := (m : ℝ))
      (by have := Nat.cast_nonneg (α := ℝ) m; linarith)
    simpa only [Real.rpow_natCast] using h
  have shifted : Integrable fun y : ℝ => (y + b) ^ k * Real.exp (-(1 / 2) * y ^ 2) := by
    simp_rw [add_pow, Finset.sum_mul]
    refine integrable_finsetSum _ fun m _ => ?_
    exact ((base m).const_mul (b ^ (k - m) * (k.choose m : ℝ))).congr
      (Filter.Eventually.of_forall fun y => by beta_reduce; ring)
  -- complete the square and translate the field by the source
  refine ((shifted.comp_sub_right b).const_mul (Real.exp (b * b / 2))).congr
    (Filter.Eventually.of_forall fun t => ?_)
  have h : siteGaussian b t = Real.exp (b * b / 2) * Real.exp (-(1 / 2) * (t - b) ^ 2) := by
    rw [siteGaussian, ← Real.exp_add]
    congr 1
    ring
  beta_reduce
  rw [h, sub_add_cancel]
  ring
```

The recursion follows the derivation above: `hd` is the derivative of $t^k g_b$, and the integral of that derivative vanishes because both it and $t^k g_b$ are integrable. At `k = 0` Lean reads `k - 1` as `0`, but the prefactor `k` removes the term.

```lean
/-- Integration by parts links successive moments of a field component with source `b`. -/
theorem siteGaussian_recursion (b : ℝ) (k : ℕ) :
    ∫ t, t ^ (k + 1) * siteGaussian b t =
      b * (∫ t, t ^ k * siteGaussian b t) + k * ∫ t, t ^ (k - 1) * siteGaussian b t := by
  have hd (t : ℝ) : HasDerivAt (fun t => t ^ k * siteGaussian b t)
      ((k : ℝ) * (t ^ (k - 1) * siteGaussian b t) + b * (t ^ k * siteGaussian b t)
        - t ^ (k + 1) * siteGaussian b t) t := by
    have h1 : HasDerivAt (fun s : ℝ => -(s * s) / 2 + s * b) (b - t) t :=
      ((((hasDerivAt_id' t).fun_mul (hasDerivAt_id' t)).fun_neg.div_const 2).fun_add
        ((hasDerivAt_id' t).mul_const b)).congr_deriv (by ring)
    have hg : HasDerivAt (siteGaussian b) ((b - t) * siteGaussian b t) t :=
      h1.exp.congr_deriv (by simp only [siteGaussian]; ring)
    exact ((hasDerivAt_pow k t).fun_mul hg).congr_deriv (by ring)
  have i1 := (siteGaussian_integrable b (k - 1)).const_mul (k : ℝ)
  have i2 := (siteGaussian_integrable b k).const_mul b
  have i3 := siteGaussian_integrable b (k + 1)
  have i12 : Integrable fun t : ℝ => (k : ℝ) * (t ^ (k - 1) * siteGaussian b t)
      + b * (t ^ k * siteGaussian b t) := i1.add i2
  -- the integral of a total derivative vanishes
  have h := integral_eq_zero_of_hasDerivAt_of_integrable hd (i12.sub i3)
    (siteGaussian_integrable b k)
  rw [integral_sub i12 i3, integral_add i1 i2, integral_const_mul, integral_const_mul] at h
  linarith
```

The Gaussian integral gives $I_0$, and the recursion at $k=0$ and $k=1$ gives $I_1$ and $I_2$.

```lean
/-- The zeroth, first and second moments of a single field component with source `b`. -/
theorem siteGaussian_moments (b : ℝ) :
    (∫ t, siteGaussian b t = Real.sqrt (2 * Real.pi) * Real.exp (b * b / 2)) ∧
    (∫ t, t * siteGaussian b t = b * (Real.sqrt (2 * Real.pi) * Real.exp (b * b / 2))) ∧
    (∫ t, t ^ 2 * siteGaussian b t =
      (1 + b * b) * (Real.sqrt (2 * Real.pi) * Real.exp (b * b / 2))) := by
  have h0 : ∫ t, siteGaussian b t = Real.sqrt (2 * Real.pi) * Real.exp (b * b / 2) := by
    have h (t : ℝ) : siteGaussian b t =
        Real.exp (b * b / 2) * Real.exp (-(1 / 2) * (t - b) ^ 2) := by
      rw [siteGaussian, ← Real.exp_add]
      congr 1
      ring
    simp_rw [h]
    rw [integral_const_mul,
      integral_sub_right_eq_self (fun t : ℝ => Real.exp (-(1 / 2) * t ^ 2)) b,
      integral_gaussian, show Real.pi / (1 / 2) = 2 * Real.pi by ring]
    ring
  have s0 := siteGaussian_recursion b 0
  simp only [zero_add, pow_one, pow_zero, one_mul, Nat.cast_zero, zero_mul, add_zero, h0] at s0
  have s1 := siteGaussian_recursion b 1
  simp only [Nat.reduceAdd, Nat.reduceSub, pow_one, pow_zero, one_mul, Nat.cast_one, s0, h0] at s1
  exact ⟨h0, s0, by rw [s1]; ring⟩
```

## Many components

The next theorem treats a monomial $\prod_l x_l^{k_l}$. Its hypothesis `hm` says that each one-component moment is `m l` times the one-component normalisation; the conclusion is that the full integral is $\prod_l m_l$ times the full normalisation.

```lean
/-- Monomial moments of the field with a source factorise into single-component moments. -/
theorem sourceGaussian_monomial (b : ι → ℝ) (k : ι → ℕ) (m : ι → ℝ)
    (hm : ∀ l, ∫ t, t ^ k l * siteGaussian (b l) t =
      m l * (Real.sqrt (2 * Real.pi) * Real.exp (b l * b l / 2))) :
    Integrable (fun x : ι → ℝ => (∏ l, x l ^ k l) * sourceGaussian b x) ∧
    ∫ x : ι → ℝ, (∏ l, x l ^ k l) * sourceGaussian b x =
      (∏ l, m l) * (Real.sqrt (2 * Real.pi) ^ Fintype.card ι * Real.exp (b ⬝ᵥ b / 2)) := by
  have e : (fun x : ι → ℝ => (∏ l, x l ^ k l) * sourceGaussian b x) =
      fun x => ∏ l, (x l ^ k l * siteGaussian (b l) (x l)) := by
    ext x
    rw [Finset.prod_mul_distrib]
    congr 1
    simp only [sourceGaussian, siteGaussian, dotProduct, ← Real.exp_sum]
    rw [Finset.sum_add_distrib, ← Finset.sum_div, Finset.sum_neg_distrib]
  rw [e]
  refine ⟨Integrable.fintype_prod (f := fun l t => t ^ k l * siteGaussian (b l) t)
    fun l => siteGaussian_integrable (b l) (k l), ?_⟩
  rw [integral_fintype_prod_volume_eq_prod (fun l t => t ^ k l * siteGaussian (b l) t)]
  simp only [hm, Finset.prod_mul_distrib, Finset.prod_const, Finset.card_univ,
    ← Real.exp_sum, ← Finset.sum_div, dotProduct]
```

The two-point integral uses this with exponent 2 at $i$ when $i=j$, and with exponent 1 at each of $i$ and $j$ otherwise. The contact term $\delta_{ij}$ enters in the first case, through $I_2$. In Lean, $\delta_{ij}$ is `if i = j then 1 else 0`.

```lean
/-- With a source `b`, the two-point integral of the field is `δ_ij + b_i b_j` times the
Gaussian normalisation. -/
theorem sourceGaussian_two_point [DecidableEq ι] (b : ι → ℝ) (i j : ι) :
    Integrable (fun x : ι → ℝ => x i * x j * sourceGaussian b x) ∧
    ∫ x : ι → ℝ, x i * x j * sourceGaussian b x = ((if i = j then 1 else 0) + b i * b j) *
      (Real.sqrt (2 * Real.pi) ^ Fintype.card ι * Real.exp (b ⬝ᵥ b / 2)) := by
  by_cases h : i = j
  · subst h
    have key := sourceGaussian_monomial b (fun l => if l = i then 2 else 0)
      (fun l => if l = i then 1 + b l * b l else 1) (fun l => by
        obtain ⟨h0, -, h2⟩ := siteGaussian_moments (b l)
        by_cases hi : l = i
        · simp only [if_pos hi, h2]
        · simp only [if_neg hi, pow_zero, one_mul, h0])
    simp only [pow_ite, pow_zero, Finset.prod_ite_eq', Finset.mem_univ, if_true] at key
    simpa only [if_true, ← sq] using key
  · have key := sourceGaussian_monomial b
      (fun l => (if l = i then 1 else 0) + (if l = j then 1 else 0))
      (fun l => (if l = i then b l else 1) * (if l = j then b l else 1)) (fun l => by
        obtain ⟨h0, h1, -⟩ := siteGaussian_moments (b l)
        by_cases hi : l = i
        · have hj : ¬ l = j := fun e => h (hi.symm.trans e)
          simp only [if_pos hi, if_neg hj, add_zero, pow_one, mul_one, h1]
        · by_cases hj : l = j
          · simp only [if_neg hi, if_pos hj, zero_add, pow_one, one_mul, h1]
          · simp only [if_neg hi, if_neg hj, add_zero, pow_zero, one_mul, h0])
    simp only [pow_add, pow_ite, pow_one, pow_zero, Finset.prod_mul_distrib,
      Finset.prod_ite_eq', Finset.mem_univ, if_true] at key
    simpa only [if_neg h, zero_add] using key
```

## Summing over configurations

If the integral of an observable is known for each source $a_c$, its integral over $\rho$ follows by exchanging the finite sum with the integral. The factor $e^{a_c\cdot a_c/2}$ combines with $p_c$ into `configWeight`.

```lean
/-- If `f` is integrable with each source `a_c` and has source average `m_c`, its integral over
the field density is the weighted sum of the `m_c` times the Gaussian normalisation. -/
theorem integral_fieldDensity (p : κ → ℝ) (a : κ → ι → ℝ) (f : (ι → ℝ) → ℝ) (m : κ → ℝ)
    (h : ∀ c, Integrable (fun x => f x * sourceGaussian (a c) x) ∧
      ∫ x, f x * sourceGaussian (a c) x =
        m c * (Real.sqrt (2 * Real.pi) ^ Fintype.card ι * Real.exp (a c ⬝ᵥ a c / 2))) :
    ∫ x, f x * fieldDensity p a x =
      Real.sqrt (2 * Real.pi) ^ Fintype.card ι * ∑ c, configWeight p a c * m c := by
  have e : (fun x => f x * fieldDensity p a x) =
      fun x => ∑ c, p c * (f x * sourceGaussian (a c) x) := by
    ext x
    simp only [fieldDensity, sourceGaussian, Real.exp_add, Finset.mul_sum]
    exact Finset.sum_congr rfl fun c _ => by ring
  rw [e, integral_finsetSum _ fun c _ => (h c).1.const_mul (p c), Finset.mul_sum]
  refine Finset.sum_congr rfl fun c _ => ?_
  rw [integral_const_mul, (h c).2, configWeight]
  ring
```

Taking the observable to be $1$ and then $x_i$ gives the normalisation and the first moments.

```lean
/-- The total integral and the first moments of the field density, as sums over
configurations. -/
theorem fieldDensity_low_moments (p : κ → ℝ) (a : κ → ι → ℝ) :
    (∫ x, fieldDensity p a x =
      Real.sqrt (2 * Real.pi) ^ Fintype.card ι * ∑ c, configWeight p a c) ∧
    ∀ i, ∫ x, x i * fieldDensity p a x =
      Real.sqrt (2 * Real.pi) ^ Fintype.card ι * ∑ c, configWeight p a c * a c i := by
  classical
  constructor
  · have key := integral_fieldDensity p a (fun _ => 1) (fun _ => 1) (fun c => by
      have h := sourceGaussian_monomial (a c) (fun _ => 0) (fun _ => 1) (fun l => by
        simp only [pow_zero, one_mul, (siteGaussian_moments (a c l)).1])
      simpa only [pow_zero, Finset.prod_const_one] using h)
    simpa only [one_mul, mul_one] using key
  · intro i
    refine integral_fieldDensity p a (fun x => x i) (fun c => a c i) fun c => ?_
    have h := sourceGaussian_monomial (a c) (fun l => if l = i then 1 else 0)
      (fun l => if l = i then a c l else 1) (fun l => by
        obtain ⟨h0, h1, -⟩ := siteGaussian_moments (a c l)
        by_cases hi : l = i
        · simp only [if_pos hi, pow_one, h1]
        · simp only [if_neg hi, pow_zero, one_mul, h0])
    simpa only [pow_ite, pow_one, pow_zero, Finset.prod_ite_eq', Finset.mem_univ,
      if_true] using h
```

## The contact term and its consequences

The main theorem inserts these integrals into `fieldMean`. The step `mul_div_mul_left` cancels $(2\pi)^{n/2}$, and `mul_div_cancel_left₀` reduces the $\delta_{ij}$ part to $\delta_{ij}$ itself. Positive weights and `Nonempty κ` enter only through `hW`, which makes $\sum_c w_c$ nonzero.

```lean
/-- For positive weights and at least one configuration, the field correlation `⟨x_i x_j⟩` is
the configuration mean of `a_i a_j` plus the contact term `δ_ij`. -/
theorem field_correlation [DecidableEq ι] [Nonempty κ] (p : κ → ℝ) (a : κ → ι → ℝ)
    (hp : ∀ c, 0 < p c) (i j : ι) :
    fieldMean p a (fun x => x i * x j) =
      (if i = j then 1 else 0) + configMean p a (fun c => a c i * a c j) := by
  have hW : 0 < ∑ c, configWeight p a c :=
    Finset.sum_pos (fun c _ => mul_pos (hp c) (Real.exp_pos _)) Finset.univ_nonempty
  have hN : 0 < Real.sqrt (2 * Real.pi) ^ Fintype.card ι := by positivity
  -- the Gaussian normalisation cancels between numerator and denominator
  rw [fieldMean, configMean, integral_fieldDensity p a (fun x => x i * x j)
    (fun c => (if i = j then 1 else 0) + a c i * a c j)
    (fun c => sourceGaussian_two_point (a c) i j),
    (fieldDensity_low_moments p a).1, mul_div_mul_left _ _ hN.ne']
  simp only [mul_add, Finset.sum_add_distrib, ← Finset.sum_mul]
  rw [add_div, mul_div_cancel_left₀ _ hW.ne']
```

For the connected correlation, `h1` shows that field and configuration means agree at first order. The products of means then match on both sides.

```lean
/-- For positive weights and at least one configuration, the connected field correlation is the
connected configuration correlation plus the same contact term `δ_ij`. -/
theorem connected_correlation [DecidableEq ι] [Nonempty κ] (p : κ → ℝ) (a : κ → ι → ℝ)
    (hp : ∀ c, 0 < p c) (i j : ι) :
    fieldMean p a (fun x => x i * x j) -
        fieldMean p a (fun x => x i) * fieldMean p a (fun x => x j) =
      (if i = j then 1 else 0) + (configMean p a (fun c => a c i * a c j) -
        configMean p a (fun c => a c i) * configMean p a (fun c => a c j)) := by
  have hN : 0 < Real.sqrt (2 * Real.pi) ^ Fintype.card ι := by positivity
  -- first moments need no subtraction
  have h1 (l : ι) : fieldMean p a (fun x => x l) = configMean p a (fun c => a c l) := by
    rw [fieldMean, configMean, (fieldDensity_low_moments p a).2 l,
      (fieldDensity_low_moments p a).1, mul_div_mul_left _ _ hN.ne']
  rw [field_correlation p a hp, h1, h1]
  ring
```

The variance bound uses the signs of the weights as well. The inequality `cs` is $(\sum_c w_c a_{ci})^2\le\sum_c w_c\,\sum_c w_c a_{ci}^2$, and `hv` divides it by $(\sum_c w_c)^2$. The connected identity at $i=j$ then gives the bound.

```lean
/-- For positive weights and at least one configuration, the variance of every field component
is at least one. -/
theorem one_le_field_variance [Nonempty κ] (p : κ → ℝ) (a : κ → ι → ℝ)
    (hp : ∀ c, 0 < p c) (i : ι) :
    1 ≤ fieldMean p a (fun x => x i * x i) - fieldMean p a (fun x => x i) ^ 2 := by
  classical
  have hw (c : κ) : 0 < configWeight p a c := mul_pos (hp c) (Real.exp_pos _)
  have hW : 0 < ∑ c, configWeight p a c :=
    Finset.sum_pos (fun c _ => hw c) Finset.univ_nonempty
  -- Cauchy-Schwarz for the configuration weights
  have cs : (∑ c, configWeight p a c * a c i) ^ 2 ≤
      (∑ c, configWeight p a c) * ∑ c, configWeight p a c * (a c i * a c i) :=
    Finset.sum_sq_le_sum_mul_sum_of_sq_le_mul _ (fun c _ => (hw c).le)
      (fun c _ => mul_nonneg (hw c).le (mul_self_nonneg _)) (fun c _ => le_of_eq (by ring))
  have hv : configMean p a (fun c => a c i) * configMean p a (fun c => a c i) ≤
      configMean p a (fun c => a c i * a c i) := by
    simp only [configMean]
    rw [div_mul_div_comm, div_le_div_iff₀ (mul_pos hW hW) hW]
    nlinarith [mul_le_mul_of_nonneg_left cs hW.le]
  have h := connected_correlation p a hp i i
  rw [if_pos rfl] at h
  rw [sq, h]
  linarith

end

end AuxiliaryFieldCorrelations
```

```lean
#print axioms AuxiliaryFieldCorrelations.field_correlation
#print axioms AuxiliaryFieldCorrelations.one_le_field_variance
```

```
'AuxiliaryFieldCorrelations.field_correlation' depends on axioms: [propext, Classical.choice, Quot.sound]
'AuxiliaryFieldCorrelations.one_le_field_variance' depends on axioms: [propext, Classical.choice, Quot.sound]
```
